# The exponential charge density of decay length l has unit total charge

A spherical density falls off with the radius r as exp(−r/l)/(8πl³), where the decay length l is positive. The theorem says that its total charge is one: the integral of 4πr² times the density, over all r > 0, equals 1. It is stated as a radial integral, with the shell area 4πr² already put in. The proof rewrites the integrand as a constant times r² exp(−r/l), and then takes the value of the integral from Mathlib's Gamma-function formula, with Γ(3) = 2.

In Lean, a first try:

```lean
import Mathlib

open MeasureTheory Filter Set Topology
open scoped Real

namespace DensityNormalised

noncomputable section

/-- The spherical density `exp(-r/l) / (8 π l³)` with decay length `l > 0`. -/
def density (l r : ℝ) : ℝ := Real.exp (-r / l) / (8 * π * l ^ 3)

/-- For `l > 0` the exponential density carries unit total charge. -/
theorem density_normalised {l : ℝ} (hl : 0 < l) :
    ∫ r in Ioi (0 : ℝ), 4 * π * r ^ 2 * density l r = 1 := by
  have h := Real.integral_rpow_mul_exp_neg_mul_Ioi (a := 3) (r := 1 / l)
    (by norm_num) (by positivity)
  have hG : Real.Gamma 3 = 2 := by
    rw [show (3 : ℝ) = ((2 : ℕ) : ℝ) + 1 by norm_num, Real.Gamma_nat_eq_factorial]
    norm_num [Nat.factorial]
  have hp : (1 / (1 / l)) ^ (3 : ℝ) = l ^ 3 := by
    rw [one_div_one_div, show (3 : ℝ) = ((3 : ℕ) : ℝ) by norm_num, Real.rpow_natCast]
  have hc : ∫ r in Ioi (0 : ℝ), 4 * π * r ^ 2 * density l r =
      ∫ r in Ioi (0 : ℝ), 1 / (2 * l ^ 3) *
        (r ^ ((3 : ℝ) - 1) * Real.exp (-(1 / l * r))) := by
    refine setIntegral_congr_fun measurableSet_Ioi (fun r _ => ?_)
    have h2 : r ^ ((3 : ℝ) - 1) = r ^ 2 := by
      rw [show (3 : ℝ) - 1 = ((2 : ℕ) : ℝ) by norm_num, Real.rpow_natCast]
    have he : -(1 / l * r) = -r / l := by ring
    simp only [density, h2, he]
    generalize Real.exp (-r / l) = E
    have := Real.pi_ne_zero
    field_simp
    norm_num
  rw [hc, integral_const_mul, h, hG, hp]
  field_simp

end

end DensityNormalised
```

Compiling this gives:

```
Main.lean:25:57: error: unsolved goals
l : ℝ
hl : 0 < l
h : ∫ (t : ℝ) in Ioi 0, t ^ (3 - 1) * rexp (-(1 / l * t)) = (1 / (1 / l)) ^ 3 * Real.Gamma 3
hG : Real.Gamma 3 = 2
hp : (1 / (1 / l)) ^ 3 = l ^ 3
r : ℝ
x✝ : r ∈ Ioi 0
h2 : r ^ (3 - 1) = r ^ 2
he : -(1 / l * r) = -r / l
E : ℝ
this : π ≠ 0
⊢ 4 * r ^ 2 * E * 2 = r ^ 2 * E * 8
```

As a diff, the version that Lean accepts:

```diff
@@ -21,7 +21,6 @@
   have hp : (1 / (1 / l)) ^ (3 : ℝ) = l ^ 3 := by
     rw [one_div_one_div, show (3 : ℝ) = ((3 : ℕ) : ℝ) by norm_num, Real.rpow_natCast]
-  have hc : ∫ r in Ioi (0 : ℝ), 4 * π * r ^ 2 * density l r =
-      ∫ r in Ioi (0 : ℝ), 1 / (2 * l ^ 3) *
-        (r ^ ((3 : ℝ) - 1) * Real.exp (-(1 / l * r))) := by
+  have hc : ∫ r in Ioi (0 : ℝ), 4 * π * r ^ 2 * density l r = ∫ r in Ioi (0 : ℝ),
+      1 / (2 * l ^ 3) * (r ^ ((3 : ℝ) - 1) * Real.exp (-(1 / l * r))) := by
     refine setIntegral_congr_fun measurableSet_Ioi (fun r _ => ?_)
     have h2 : r ^ ((3 : ℝ) - 1) = r ^ 2 := by
@@ -30,7 +29,6 @@
     simp only [density, h2, he]
     generalize Real.exp (-r / l) = E
-    have := Real.pi_ne_zero
     field_simp
-    norm_num
+    ring
   rw [hc, integral_const_mul, h, hG, hp]
   field_simp
```

Cause. The one error is in `hc`, the step that rewrites the integrand. Lean reports a goal still open when the proof of that step ends: `4 * r ^ 2 * E * 2 = r ^ 2 * E * 8`, where `E` stands for the exponential. The equation is true, since both sides are 8r²E, and π and l have already dropped out of it.

What remains is to reorder the factors. On the left the numbers 4 and 2 are kept apart by `r ^ 2 * E`, and `norm_num`, which does arithmetic on numerals, does not rearrange the product to bring them together. The repair puts `ring` in its place. `ring` proves identities that follow from the laws of commutative algebra, so it collects the factors, multiplies 4 by 2 and closes the goal.

The other changes are tidying. The statement of `hc` is only broken across lines differently, and the line that supplied `Real.pi_ne_zero` is dropped because the proof goes through without it.
